# The generating function of Poisson vibrational weights multiplied by (n − S)/√S

Let the vibrational levels n = 0, 1, 2, … carry the Poisson weights pₙ = exp(−S) Sⁿ/n!, which add up to one and have mean S > 0. The lemma says that for every complex z the series with terms pₙ (n − S)/√S · zⁿ converges to √S (z − 1) exp(−S(1 − z)). The attempt first sums n pₙ zⁿ, using the recurrence (n + 1) pₙ₊₁ = S pₙ to shift the series by one level. It then subtracts S times the generating function of the weights themselves, divides by √S, and uses `convert` to match the result with the claim.

In Lean, a first try:

```lean
import Mathlib

open Filter Topology

namespace RamanGenerating

noncomputable section

/-- The Poisson weight `exp(-S) S^n / n!` of the `n`-th vibrational level. -/
def poissonWeight (S : ℝ) (n : ℕ) : ℝ :=
  Real.exp (-S) * S ^ n / (n.factorial : ℝ)

/-- The generating function of the Poisson weights is `exp(-S(1-z))` for every complex `z`. -/
theorem poisson_generating (S : ℝ) (z : ℂ) :
    HasSum (fun n : ℕ => (poissonWeight S n : ℂ) * z ^ n)
      (Complex.exp (-(S : ℂ) * (1 - z))) := by
  have h : HasSum (fun n : ℕ => ((S : ℂ) * z) ^ n / (n.factorial : ℂ))
      (Complex.exp ((S : ℂ) * z)) := by
    rw [Complex.exp_eq_exp_ℂ]
    exact NormedSpace.expSeries_div_hasSum_exp _
  have e : -(S : ℂ) * (1 - z) = -(S : ℂ) + (S : ℂ) * z := by ring
  have hf : (fun n : ℕ => (poissonWeight S n : ℂ) * z ^ n) =
      fun n : ℕ => Complex.exp (-(S : ℂ)) * (((S : ℂ) * z) ^ n / (n.factorial : ℂ)) := by
    funext n
    simp only [poissonWeight]
    push_cast
    ring
  rw [e, Complex.exp_add, hf]
  exact h.mul_left _

/-- For `S > 0` the Poisson weights times `(n - S)/√S` have the generating function
`√S (z - 1) exp(-S(1-z))`. -/
theorem raman_generating {S : ℝ} (hS : 0 < S) (z : ℂ) :
    HasSum (fun n : ℕ => ((poissonWeight S n * ((n : ℝ) - S) / √S : ℝ) : ℂ) * z ^ n)
      (((√S : ℝ) : ℂ) * (z - 1) * Complex.exp (-(S : ℂ) * (1 - z))) := by
  have hp := poisson_generating S z
  set E := Complex.exp (-(S : ℂ) * (1 - z))
  -- the recurrence (n+1) p_(n+1) = S p_n shifts the sum by one level
  have hg : HasSum (fun n : ℕ => (poissonWeight S n : ℂ) * (n : ℂ) * z ^ n)
      ((S : ℂ) * z * E) := by
    rw [← hasSum_nat_add_iff' 1]
    simp only [Finset.sum_range_one, Nat.cast_zero, mul_zero, zero_mul, sub_zero]
    convert hp.mul_left ((S : ℂ) * z) using 1
    funext n
    have hr : poissonWeight S (n + 1) * ((n + 1 : ℕ) : ℝ) = S * poissonWeight S n := by
      unfold poissonWeight
      rw [Nat.factorial_succ]
      push_cast
      field_simp
    have hc : (poissonWeight S (n + 1) : ℂ) * ((n + 1 : ℕ) : ℂ)
        = (S : ℂ) * (poissonWeight S n : ℂ) := by exact_mod_cast hr
    rw [hc]
    ring
  have hs : ((√S : ℝ) : ℂ) * ((√S : ℝ) : ℂ) = (S : ℂ) := by
    exact_mod_cast Real.mul_self_sqrt hS.le
  have h0 : ((√S : ℝ) : ℂ) ≠ 0 := by exact_mod_cast (Real.sqrt_pos.mpr hS).ne'
  have hi : ((√S : ℝ) : ℂ)⁻¹ * ((√S : ℝ) : ℂ) = 1 := inv_mul_cancel₀ h0
  convert (hg.sub (hp.mul_left (S : ℂ))).mul_left (((√S : ℝ) : ℂ)⁻¹) using 1
  · funext n
    push_cast
    ring
  · linear_combination ((√S : ℝ) : ℂ)⁻¹ * (z - 1) * E * hs
      - ((√S : ℝ) : ℂ) * (z - 1) * E * hi

end

end RamanGenerating
```

The compiler's answer:

```
Main.lean:44:4: error: Tactic `apply` failed: could not unify the conclusion of `@funext`
  ?f = ?g
with the goal
  Complex.addCommGroup.toAddCommMonoid =
    Complex.instNonUnitalCommRing.toNonUnitalNonAssocCommRing.toNonUnitalNonAssocSemiring.toAddCommMonoid

Note: The full type of `@funext` is
  ∀ {α : Sort ?u.114} {β : α → Sort ?u.113} {f g : (x : α) → β x}, (∀ (x : α), f x = g x) → f = g

case e'_3
S : ℝ
hS : 0 < S
z : ℂ
E : ℂ := Complex.exp (-↑S * (1 - z))
hp : HasSum (fun n => ↑(poissonWeight S n) * z ^ n) E
⊢ Complex.addCommGroup.toAddCommMonoid =
    Complex.instNonUnitalCommRing.toNonUnitalNonAssocCommRing.toNonUnitalNonAssocSemiring.toAddCommMonoid
Main.lean:59:4: error: Tactic `apply` failed: could not unify the conclusion of `@funext`
  ?f = ?g
with the goal
  Complex.instAddCommMonoid =
    Complex.instNonUnitalCommRing.toNonUnitalNonAssocCommRing.toNonUnitalNonAssocSemiring.toAddCommMonoid

Note: The full type of `@funext` is
  ∀ {α : Sort ?u.161} {β : α → Sort ?u.160} {f g : (x : α) → β x}, (∀ (x : α), f x = g x) → f = g

case e'_3
S : ℝ
hS : 0 < S
z : ℂ
E : ℂ := Complex.exp (-↑S * (1 - z))
hp : HasSum (fun n => ↑(poissonWeight S n) * z ^ n) E
hg : HasSum (fun n => ↑(poissonWeight S n) * ↑n * z ^ n) (↑S * z * E)
hs : ↑√S * ↑√S = ↑S
h0 : ↑√S ≠ 0
hi : (↑√S)⁻¹ * ↑√S = 1
⊢ Complex.instAddCommMonoid =
    Complex.instNonUnitalCommRing.toNonUnitalNonAssocCommRing.toNonUnitalNonAssocSemiring.toAddCommMonoid
Main.lean:62:23: error: Application type mismatch: The argument
  ↑√S
has type
  ℂ
but is expected to have type
  ℕ → ℂ
in the application
  (↑√S)⁻¹
Main.lean:62:43: error(lean.synthInstanceFailed): failed to synthesize instance of type class
  HSub ℂ (ℕ → ℂ) ?m.482

Hint: Type class instance resolution failures can be inspected with the `set_option trace.Meta.synthInstance true` command.
Main.lean:35:71: error: unsolved goals
case e'_6
S : ℝ
hS : 0 < S
z : ℂ
E : ℂ := Complex.exp (-↑S * (1 - z))
hp : HasSum (fun n => ↑(poissonWeight S n) * z ^ n) E
hg : HasSum (fun n => ↑(poissonWeight S n) * ↑n * z ^ n) (↑S * z * E)
hs : ↑√S * ↑√S = ↑S
h0 : ↑√S ≠ 0
hi : (↑√S)⁻¹ * ↑√S = 1
⊢ ↑√S * (z - 1) * E = (↑√S)⁻¹ * (↑S * z * E - ↑S * E)
```

What went wrong. Both calls of `convert … using 1` left an unexpected first goal, that two additive structures on ℂ are equal. `funext` proves equalities of functions, so it failed there.

In the second call this also put the bullets out of step. `linear_combination` met the equation between the series' terms, where Lean expected type `ℕ → ℂ`, hence the type mismatch and the `HSub` error. The equation between the sums, for which it was written, was left as the unsolved goal `case e'_6`.

The repair drops `convert`. It states the equations between terms (`hf`) and between sums (`hv`) explicitly, rewrites with them, and closes with `exact`, which accepts the two structures as equal by definition.

The new `ring` after `field_simp` mends a fault that no message shows, since the first `funext` failed before Lean got that far. `field_simp` leaves a goal open there, and `ring` closes it.

After these edits no error is left:

```diff
@@ -41,25 +41,38 @@
     rw [← hasSum_nat_add_iff' 1]
     simp only [Finset.sum_range_one, Nat.cast_zero, mul_zero, zero_mul, sub_zero]
-    convert hp.mul_left ((S : ℂ) * z) using 1
-    funext n
-    have hr : poissonWeight S (n + 1) * ((n + 1 : ℕ) : ℝ) = S * poissonWeight S n := by
-      unfold poissonWeight
-      rw [Nat.factorial_succ]
-      push_cast
-      field_simp
-    have hc : (poissonWeight S (n + 1) : ℂ) * ((n + 1 : ℕ) : ℂ)
-        = (S : ℂ) * (poissonWeight S n : ℂ) := by exact_mod_cast hr
-    rw [hc]
-    ring
+    have hf : (fun n : ℕ => (S : ℂ) * z * ((poissonWeight S n : ℂ) * z ^ n)) =
+        fun n : ℕ => (poissonWeight S (n + 1) : ℂ) * ((n + 1 : ℕ) : ℂ) * z ^ (n + 1) := by
+      funext n
+      have hr : poissonWeight S (n + 1) * ((n + 1 : ℕ) : ℝ) = S * poissonWeight S n := by
+        unfold poissonWeight
+        rw [Nat.factorial_succ]
+        push_cast
+        field_simp
+        ring
+      have hc : (poissonWeight S (n + 1) : ℂ) * ((n + 1 : ℕ) : ℂ)
+          = (S : ℂ) * (poissonWeight S n : ℂ) := by exact_mod_cast hr
+      rw [hc]
+      ring
+    have h1 : HasSum (fun n : ℕ => (S : ℂ) * z * ((poissonWeight S n : ℂ) * z ^ n))
+        ((S : ℂ) * z * E) := hp.mul_left _
+    rw [hf] at h1
+    exact h1
   have hs : ((√S : ℝ) : ℂ) * ((√S : ℝ) : ℂ) = (S : ℂ) := by
     exact_mod_cast Real.mul_self_sqrt hS.le
   have h0 : ((√S : ℝ) : ℂ) ≠ 0 := by exact_mod_cast (Real.sqrt_pos.mpr hS).ne'
   have hi : ((√S : ℝ) : ℂ)⁻¹ * ((√S : ℝ) : ℂ) = 1 := inv_mul_cancel₀ h0
-  convert (hg.sub (hp.mul_left (S : ℂ))).mul_left (((√S : ℝ) : ℂ)⁻¹) using 1
-  · funext n
+  have hf : (fun n : ℕ =>
+      ((poissonWeight S n * ((n : ℝ) - S) / √S : ℝ) : ℂ) * z ^ n) =
+      fun n : ℕ => ((√S : ℝ) : ℂ)⁻¹ * ((poissonWeight S n : ℂ) * (n : ℂ) * z ^ n
+        - (S : ℂ) * ((poissonWeight S n : ℂ) * z ^ n)) := by
+    funext n
     push_cast
     ring
-  · linear_combination ((√S : ℝ) : ℂ)⁻¹ * (z - 1) * E * hs
+  have hv : ((√S : ℝ) : ℂ) * (z - 1) * E
+      = ((√S : ℝ) : ℂ)⁻¹ * ((S : ℂ) * z * E - (S : ℂ) * E) := by
+    linear_combination ((√S : ℝ) : ℂ)⁻¹ * (z - 1) * E * hs
       - ((√S : ℝ) : ℂ) * (z - 1) * E * hi
+  rw [hf, hv]
+  exact (hg.sub (hp.mul_left (S : ℂ))).mul_left _
 
 end
```
